# Equal spin-up and spin-down bands in antiferromagnets with real, spin-conserving hoppings and inversion between the sublattices

If a band calculation for a collinear antiferromagnet treats only one spin and assigns its bands to both because the moments cancel, half of the bands can be wrong. Zero net magnetisation does not make the two spins degenerate at each wave vector: the last model below has two equivalent, opposite sublattices and still splits its bands. For real hoppings, degeneracy follows when inversion carries the spin-up hoppings to the spin-down ones. In a non-interacting or mean-field tight-binding model with finitely many real hoppings and no spin-orbit coupling, diagonalising one spin block then gives the bands of both.

## Hoppings and Bloch matrices

Let d be the spatial dimension and n the set of orbital labels for one spin. The orbitals are taken to be orthonormal.

```lean
import Mathlib

open Matrix

namespace CollinearAntiferromagnet

noncomputable section

variable {d : ℕ} {n : Type*}
```

To each displacement δ in ℝᵈ belongs a real matrix t(δ), whose entry t(δ)_ab is the amplitude between orbitals a and b. Only finitely many of these matrices are non-zero, which is what the arrow `→₀` records. On-site energies, including the exchange field, sit at δ = 0.

```lean
/-- A table of finitely many real hoppings: to each displacement vector it assigns
the matrix of hopping amplitudes between orbitals. -/
abbrev Hopping (d : ℕ) (n : Type*) := (Fin d → ℝ) →₀ Matrix n n ℝ
```

The Bloch matrix is

T(k) = Σ_δ exp(i k·δ) t(δ).

Here δ is the actual displacement between orbitals, not the difference of their unit-cell labels, so inversion simply reverses it.

```lean
/-- The Bloch matrix at wave vector `k`: the sum of `exp (i k·δ) t(δ)` over displacements. -/
def bloch (t : Hopping d n) (k : Fin d → ℝ) : Matrix n n ℂ :=
  t.sum fun δ T => Complex.exp (Complex.I * ((k ⬝ᵥ δ : ℝ) : ℂ)) • T.map (fun x : ℝ => (x : ℂ))
```

A real Hamiltonian is Hermitian when each hop and its reverse have the same amplitude:

t(−δ) = t(δ)ᵀ.

```lean
/-- Each hopping has the same amplitude as the reverse hopping. -/
def IsReciprocal (t : Hopping d n) : Prop := ∀ δ, t (-δ) = (t δ)ᵀ
```

Write u and v for the spin-up and spin-down tables, and U(k) and D(k) for their Bloch matrices. Inversion sends orbital a to orbital σ(a), where σ is a permutation of the labels, and must carry one table to the other:

v(−δ)_{σ(a)σ(b)} = u(δ)_ab.

In an antiferromagnet σ exchanges the antiparallel sublattices, though the definition accepts any permutation. It includes no parity signs. If s and p orbitals share a site, the p orbitals on one of the two exchanged sublattices can be given the opposite sign, so that inversion carries each orbital exactly to its partner.

```lean
/-- Inversion, sending orbital `a` to orbital `σ a` and reversing displacements,
carries the spin-up hoppings to the spin-down hoppings. -/
def InversionPartner (σ : n ≃ n) (up down : Hopping d n) : Prop :=
  ∀ δ a b, down (-δ) (σ a) (σ b) = up δ a b
```

## Reversing the displacements

Each entry of a Bloch matrix is a Fourier sum of numbers:

T(k)_ab = Σ_δ exp(i k·δ) t(δ)_ab.

The sum may run over all displacements, because terms outside the table vanish. The proof reduces it to the table's support.

```lean
/-- An entry of the Bloch matrix is the Fourier sum of the corresponding amplitudes. -/
theorem bloch_apply (t : Hopping d n) (k : Fin d → ℝ) (a b : n) :
    bloch t k a b =
      ∑ᶠ δ, Complex.exp (Complex.I * ((k ⬝ᵥ δ : ℝ) : ℂ)) * ((t δ a b : ℝ) : ℂ) := by
  rw [finsum_eq_sum_of_support_subset (s := t.support)]
  · simp [bloch, Finsupp.sum, Matrix.sum_apply]
  · intro δ hδ
    by_contra h
    have h0 : t δ = 0 := by simpa using h
    refine hδ ?_
    simp [h0]
```

Suppose two tables s and t satisfy s(−δ)_ab = t(δ)_ce for every δ. Replacing δ by −δ in the sum gives

S(k)_ab = Σ_δ exp(−i k·δ) s(−δ)_ab
= Σ_δ exp(i(−k)·δ) t(δ)_ce
= T(−k)_ce.

In Lean, `finsum_comp_equiv` makes the substitution, and the two minus signs are then matched inside the dot product.

```lean
/-- If two amplitudes are related by reversing the displacement, the corresponding
Bloch entries are related by reversing the wave vector. -/
theorem bloch_entry_neg {s t : Hopping d n} (k : Fin d → ℝ) {a b c e : n}
    (h : ∀ δ, s (-δ) a b = t δ c e) : bloch s k a b = bloch t (-k) c e := by
  rw [bloch_apply, bloch_apply]
  refine (finsum_comp_equiv (Equiv.neg (Fin d → ℝ))).symm.trans (finsum_congr fun δ => ?_)
  simp only [Equiv.neg_apply, dotProduct_neg, neg_dotProduct, h]
```

Reciprocity says t(−δ)_ba = t(δ)_ab. The previous step, with s = t, therefore gives T(k)_ba = T(−k)_ab, that is,

T(−k) = T(k)ᵀ.

```lean
/-- For real reciprocal hoppings, reversing the wave vector transposes the Bloch matrix. -/
theorem bloch_neg {t : Hopping d n} (ht : IsReciprocal t) (k : Fin d → ℝ) :
    bloch t (-k) = (bloch t k)ᵀ := by
  ext a b
  exact (bloch_entry_neg k fun δ => by rw [ht δ, Matrix.transpose_apply]).symm
```

Because the amplitudes are real, complex conjugation only changes the sign of k in the exponentials. Hence

conj(T(k)_ba) = T(−k)_ba = T(k)_ab,

and T(k) is Hermitian. The roots of its characteristic polynomial are real band energies, counted with multiplicity.

```lean
/-- Real reciprocal hoppings give a Hermitian Bloch matrix at every wave vector. -/
theorem bloch_isHermitian {t : Hopping d n} (ht : IsReciprocal t) (k : Fin d → ℝ) :
    (bloch t k).IsHermitian := by
  ext a b
  -- complex conjugation reverses the wave vector because the amplitudes are real
  have hc : star (bloch t k b a) = bloch t (-k) b a := by
    simp [bloch, Finsupp.sum, Matrix.sum_apply, ← Complex.exp_conj, neg_dotProduct]
  rw [Matrix.conjTranspose_apply, hc, bloch_neg ht, Matrix.transpose_apply]
```

## From inversion to equal bands

Put a = σ⁻¹(i) and b = σ⁻¹(j) in the inversion condition. Reversing the displacements gives

D(k)_ij = U(−k)_{σ⁻¹(i)σ⁻¹(j)}.

With the permutation matrix P defined by P_{σ(a)a} = 1 and zeros elsewhere, this is D(k) = P U(−k) Pᵀ. Lean expresses the same relabelling by `Matrix.reindex σ σ`.

```lean
/-- If inversion carries the spin-up to the spin-down hoppings, then `D(k)` is `U(-k)` with
its rows and columns permuted by `σ`. -/
theorem bloch_inversion {σ : n ≃ n} {up down : Hopping d n}
    (h : InversionPartner σ up down) (k : Fin d → ℝ) :
    bloch down k = Matrix.reindex σ σ (bloch up (-k)) := by
  ext i j
  rw [Matrix.reindex_apply, Matrix.submatrix_apply]
  exact bloch_entry_neg k fun δ => by simpa using h δ (σ.symm i) (σ.symm j)
```

It is easy to stop here and declare the bands equal, but this relation compares the two spins at opposite wave vectors. With complex Hermitian hoppings, a single orbital per spin can have U(k) = sin k and D(k) = −sin k: inversion relates them, yet they differ at most k. Real reciprocal hoppings supply the missing step, U(−k) = U(k)ᵀ:

det(λ − D(k)) = det(λ − P U(−k) Pᵀ)
= det(λ − U(−k))
= det(λ − U(k)ᵀ)
= det(λ − U(k)).

The theorem holds for every real k and any finite set of orbitals. Its rewrites follow this chain: inversion, relabelling, transposition of U(k), and invariance under transposition. Reciprocity is assumed only for spin up.

```lean
/-- No spin splitting: if the real spin-up hoppings are reciprocal and inversion carries them
to the spin-down hoppings, both spins have the same characteristic polynomial at every `k`. -/
theorem no_spin_splitting [Fintype n] [DecidableEq n] {σ : n ≃ n} {up down : Hopping d n}
    (hup : IsReciprocal up) (h : InversionPartner σ up down) (k : Fin d → ℝ) :
    (bloch up k).charpoly = (bloch down k).charpoly := by
  rw [bloch_inversion h k, Matrix.charpoly_reindex, bloch_neg hup, Matrix.charpoly_transpose]
```

## A Néel antiferromagnet on the square lattice

Take two orbitals, 0 and 1, one on each sublattice, with spin-up energies −J and J. Let A be the hopping matrix along ±x and B the one along ±y, with unit step length. The parameter J stands for the staggered exchange field, and spin down has −J in its place.

```lean
/-- Two sublattices with on-site energies `-J` and `J`, hopping matrix `A` along `±x`
and hopping matrix `B` along `±y`. -/
def squareModel (J : ℝ) (A B : Matrix (Fin 2) (Fin 2) ℝ) : Hopping 2 (Fin 2) :=
  Finsupp.single 0 !![-J, 0; 0, J]
    + (Finsupp.single ![1, 0] A + Finsupp.single (-![1, 0]) A)
    + (Finsupp.single ![0, 1] B + Finsupp.single (-![0, 1]) B)
```

If A and B are symmetric, the table is reciprocal: reversing δ exchanges the two terms of each ± pair, and the diagonal on-site matrix is its own transpose. The proof checks this one term at a time.

```lean
/-- The square-lattice model is reciprocal when its two hopping matrices are symmetric. -/
theorem squareModel_reciprocal (J : ℝ) {A B : Matrix (Fin 2) (Fin 2) ℝ}
    (hA : Aᵀ = A) (hB : Bᵀ = B) :
    IsReciprocal (squareModel J A B) := by
  intro δ
  have key : ∀ (v : Fin 2 → ℝ) (M : Matrix (Fin 2) (Fin 2) ℝ), Mᵀ = M →
      Finsupp.single v M (-δ) = (Finsupp.single (-v) M δ)ᵀ := by
    intro v M hM
    by_cases hv : v = -δ
    · simp [hv, hM]
    · have hv' : -v ≠ δ := fun h => hv (by rw [← h, neg_neg])
      simp [hv, hv']
  have hJ : (!![-J, 0; 0, J] : Matrix (Fin 2) (Fin 2) ℝ)ᵀ = !![-J, 0; 0, J] := by
    ext i j
    fin_cases i <;> fin_cases j <;> simp
  simp only [squareModel, Finsupp.add_apply, Matrix.transpose_add, key _ _ hA, key _ _ hB,
    key _ _ hJ, neg_neg, neg_zero]
  abel
```

Measure energies in units of the hopping amplitude. For nearest-neighbour hopping between the sublattices, A and B then both have zeros on the diagonal and ones off it. Inversion about a bond midpoint swaps the orbitals. The swap leaves these matrices unchanged and turns diag(J, −J) into diag(−J, J), so both hypotheses of `no_spin_splitting` are met for every J.

```lean
/-- The Néel antiferromagnet on the square lattice, with hopping between the sublattices and
opposite exchange `J` for the two spins, is reciprocal and has inversion-partner spins. -/
theorem no_spin_splitting_witness (J : ℝ) :
    IsReciprocal (squareModel J !![0, 1; 1, 0] !![0, 1; 1, 0]) ∧
    InversionPartner (Equiv.swap 0 1) (squareModel J !![0, 1; 1, 0] !![0, 1; 1, 0])
      (squareModel (-J) !![0, 1; 1, 0] !![0, 1; 1, 0]) := by
  have hX : (!![0, 1; 1, 0] : Matrix (Fin 2) (Fin 2) ℝ)ᵀ = !![0, 1; 1, 0] := by
    ext i j
    fin_cases i <;> fin_cases j <;> simp
  refine ⟨squareModel_reciprocal J hX hX, fun δ a b => ?_⟩
  rw [squareModel_reciprocal (-J) hX hX δ, Matrix.transpose_apply]
  -- the two spins can be compared one hopping term at a time
  have sw : ∀ (v : Fin 2 → ℝ) (M N : Matrix (Fin 2) (Fin 2) ℝ),
      M (Equiv.swap 0 1 b) (Equiv.swap 0 1 a) = N a b →
      Finsupp.single v M δ (Equiv.swap 0 1 b) (Equiv.swap 0 1 a) = Finsupp.single v N δ a b := by
    intro v M N h
    rw [Finsupp.single_apply, Finsupp.single_apply]
    split_ifs
    · exact h
    · rfl
  -- swapping the sublattices undoes the sign change of the exchange
  have hJ : (!![-(-J), 0; 0, -J] : Matrix (Fin 2) (Fin 2) ℝ)
      (Equiv.swap 0 1 b) (Equiv.swap 0 1 a) =
      (!![-J, 0; 0, J] : Matrix (Fin 2) (Fin 2) ℝ) a b := by
    fin_cases a <;> fin_cases b <;> simp
  have hS : (!![0, 1; 1, 0] : Matrix (Fin 2) (Fin 2) ℝ)
      (Equiv.swap 0 1 b) (Equiv.swap 0 1 a) =
      (!![0, 1; 1, 0] : Matrix (Fin 2) (Fin 2) ℝ) a b := by
    fin_cases a <;> fin_cases b <;> simp
  simp only [squareModel, Finsupp.add_apply, Matrix.add_apply,
    sw _ !![-(-J), 0; 0, -J] !![-J, 0; 0, J] hJ, sw _ !![0, 1; 1, 0] !![0, 1; 1, 0] hS]
```

## A mirror exchanges the spins, and the bands split

Write kx and ky for `k 0` and `k 1`. Opposite displacements combine through exp(ikx) + exp(−ikx) = 2 cos kx, and likewise for y, so the square model has

T(k) = diag(−J, J) + 2 cos(kx) A + 2 cos(ky) B.

```lean
/-- The Bloch matrix of the square-lattice model is
`diag(-J, J) + 2 cos(kx) A + 2 cos(ky) B`. -/
theorem bloch_squareModel (J : ℝ) (A B : Matrix (Fin 2) (Fin 2) ℝ) (k : Fin 2 → ℝ) :
    bloch (squareModel J A B) k =
      (!![-J, 0; 0, J] + (2 * Real.cos (k 0)) • A + (2 * Real.cos (k 1)) • B).map
        (fun x : ℝ => (x : ℂ)) := by
  have hadd : ∀ s t : Hopping 2 (Fin 2), bloch (s + t) k = bloch s k + bloch t k := fun s t =>
    Finsupp.sum_add_index' (by intro v; ext i j; simp)
      (by intro v M N; ext i j; simp [mul_add])
  have hone : ∀ (v : Fin 2 → ℝ) (M : Matrix (Fin 2) (Fin 2) ℝ), bloch (Finsupp.single v M) k =
      Complex.exp (Complex.I * ((k ⬝ᵥ v : ℝ) : ℂ)) • M.map (fun x : ℝ => (x : ℂ)) :=
    fun v M => Finsupp.sum_single_index (by ext i j; simp)
  -- opposite displacements combine into a cosine
  have hcos : ∀ x : ℝ, Complex.exp (Complex.I * (x : ℂ)) + Complex.exp (Complex.I * ((-x : ℝ) : ℂ))
      = ((2 : ℝ) : ℂ) * ((Real.cos x : ℝ) : ℂ) := by
    intro x
    push_cast
    rw [Complex.cos]
    ring_nf
  have h0 : k ⬝ᵥ ![1, 0] = k 0 := by simp [dotProduct, Fin.sum_univ_two]
  have h1 : k ⬝ᵥ ![0, 1] = k 1 := by simp [dotProduct, Fin.sum_univ_two]
  ext i j
  simp only [squareModel, hadd, hone, Matrix.add_apply, Matrix.smul_apply, Matrix.map_apply,
    smul_eq_mul, dotProduct_neg, h0, h1, dotProduct_zero, Complex.ofReal_add, Complex.ofReal_mul,
    Complex.ofReal_zero, mul_zero, Complex.exp_zero]
  linear_combination (A i j : ℂ) * hcos (k 0) + (B i j : ℂ) * hcos (k 1)
```

Now let orbital 0 hop only along x and orbital 1 only along y, with no coupling between them. The geometry differs from the Néel lattice above: a unit step now joins sites of the same sublattice, the two sublattices being, for example, the corners and the centres of unit squares. This is a minimal altermagnet, with

U(k) = diag(−J + 2 cos kx, J + 2 cos ky),
D(k) = diag(J + 2 cos kx, −J + 2 cos ky).

```lean
/-- The spin-up hoppings of a minimal altermagnet when `J ≠ 0`: one sublattice hops only along `x`,
the other only along `y`. Spin down has `-J` in place of `J`. -/
def altermagnet (J : ℝ) : Hopping 2 (Fin 2) := squareModel J !![1, 0; 0, 0] !![0, 0; 0, 1]
```

Exchanging kx with ky and orbital 0 with orbital 1 turns U into D. The sublattices are thus still equivalent, but through a diagonal mirror.

```lean
/-- In the altermagnet the two spins are exchanged by the diagonal mirror `(kx, ky) → (ky, kx)`
together with the exchange of the sublattices. -/
theorem altermagnet_mirror (J : ℝ) (k : Fin 2 → ℝ) :
    bloch (altermagnet (-J)) k =
      Matrix.reindex (Equiv.swap 0 1) (Equiv.swap 0 1) (bloch (altermagnet J) ![k 1, k 0]) := by
  rw [altermagnet, altermagnet, bloch_squareModel, bloch_squareModel]
  ext i j
  fin_cases i <;> fin_cases j <;> simp
```

Both matrices have trace 2 cos kx + 2 cos ky, while their determinants differ by

det U(k) − det D(k) = 4J (cos kx − cos ky).

A 2×2 characteristic polynomial is fixed by trace and determinant, so the two polynomials agree exactly when J = 0 or cos kx = cos ky. The forward half of the proof extracts the determinants from the equal polynomials; the converse rebuilds the polynomials from trace and determinant. For J ≠ 0 the spins therefore split away from the lines cos kx = cos ky, even though a symmetry exchanges the sublattices.

```lean
/-- The spin-up and spin-down characteristic polynomials of the altermagnet agree at `k`
exactly when `J = 0` or `cos kx = cos ky`. -/
theorem altermagnet_splitting (J : ℝ) (k : Fin 2 → ℝ) :
    (bloch (altermagnet J) k).charpoly = (bloch (altermagnet (-J)) k).charpoly ↔
      J = 0 ∨ Real.cos (k 0) = Real.cos (k 1) := by
  have hd : ∀ J : ℝ, (bloch (altermagnet J) k).det =
      (((-J + 2 * Real.cos (k 0)) * (J + 2 * Real.cos (k 1)) : ℝ) : ℂ) := by
    intro J
    rw [altermagnet, bloch_squareModel, Matrix.det_fin_two]
    simp
  have ht : ∀ J : ℝ, (bloch (altermagnet J) k).trace =
      ((2 * Real.cos (k 0) + 2 * Real.cos (k 1) : ℝ) : ℂ) := by
    intro J
    rw [altermagnet, bloch_squareModel, Matrix.trace_fin_two]
    simp
    ring
  constructor
  · intro h
    -- equal characteristic polynomials force equal determinants
    have e : (bloch (altermagnet J) k).det = (bloch (altermagnet (-J)) k).det := by
      rw [Matrix.det_eq_sign_charpoly_coeff, Matrix.det_eq_sign_charpoly_coeff, h]
    rw [hd, hd, Complex.ofReal_inj] at e
    have hz : J * (Real.cos (k 0) - Real.cos (k 1)) = 0 := by linear_combination e / 4
    exact (mul_eq_zero.mp hz).imp id sub_eq_zero.mp
  · intro h
    have e : (-J + 2 * Real.cos (k 0)) * (J + 2 * Real.cos (k 1)) =
        (-(-J) + 2 * Real.cos (k 0)) * (-J + 2 * Real.cos (k 1)) := by
      rcases h with h | h <;> rw [h] <;> ring
    rw [Matrix.charpoly_fin_two, Matrix.charpoly_fin_two, ht, ht, hd, hd, e]

end

end CollinearAntiferromagnet
```

```lean
#print axioms CollinearAntiferromagnet.bloch_isHermitian
-- 'CollinearAntiferromagnet.bloch_isHermitian' depends on axioms: [propext, Classical.choice, Quot.sound]
#print axioms CollinearAntiferromagnet.no_spin_splitting
-- 'CollinearAntiferromagnet.no_spin_splitting' depends on axioms: [propext, Classical.choice, Quot.sound]
#print axioms CollinearAntiferromagnet.altermagnet_mirror
-- 'CollinearAntiferromagnet.altermagnet_mirror' depends on axioms: [propext, Classical.choice, Quot.sound]
#print axioms CollinearAntiferromagnet.altermagnet_splitting
-- 'CollinearAntiferromagnet.altermagnet_splitting' depends on axioms: [propext, Classical.choice, Quot.sound]
```
